# For fixed $L>0$, $\int_{-L}^{L}\frac{dx}{x^2+g^2}-\frac{\pi}{g}\to-\frac{2}{L}$ as $g\to0^+$

I give the intermediate state of a cotunnelling process a constant broadening $g>0$, so the resonant denominator $1/x^2$ becomes $1/(x^2+g^2)$, where $x$ is the energy measured from the resonance. Over a window $[-L,L]$ the integral then grows like $\pi/g$. I assign that term to sequential tunnelling, discard it, and keep the finite rest as the cotunnelling contribution. Can this be made rigorous and machine-checked, preferably with an energy-dependent numerator as well?

## For a constant numerator, the finite part is minus the missing tails

The limit can, provided that the numerator is regular enough at the resonance; the physical assignment of the two parts remains an interpretation. The broadening stands for the finite lifetime of the intermediate state. If $g$ is proportional to the tunnelling rate $\Gamma$, which is itself quadratic in the tunnelling amplitude, a prefactor quadratic in $\Gamma$ makes the $1/g$ term first order in $\Gamma$, which is the order of sequential tunnelling.

For a constant numerator, $\arctan(x/g)/g$ has derivative $1/(x^2+g^2)$, so

$$\int_{-L}^{L}\frac{dx}{x^2+g^2}=\frac{2}{g}\arctan\frac{L}{g}.$$

Since $\arctan(L/g)=\pi/2-\arctan(g/L)$ for positive $L$ and $g$,

$$\int_{-L}^{L}\frac{dx}{x^2+g^2}-\frac{\pi}{g}=-\frac{2}{g}\arctan\frac{g}{L}.$$

The slope of $g\mapsto\arctan(g/L)$ at zero is $1/L$, so the right side tends to $-2/L$. The sign is natural: $\pi/g$ is the integral over the whole line, and the tails outside the window have been subtracted with it.

Now let the numerator be $w(x)=w(0)+bx+x^2h(x)$ with $h$ continuous. The linear term gives an odd integrand and drops out. For the last term,

$$\frac{x^2h(x)}{x^2+g^2}-h(x)=-\frac{g^2h(x)}{x^2+g^2}.$$

If $|h|\le M$ on the window, the integral of this is at most $g^2M\cdot\frac{2}{g}\arctan\frac{L}{g}\le\pi Mg$ in absolute value, which vanishes with $g$. Hence

$$\int_{-L}^{L}\frac{w(x)\,dx}{x^2+g^2}-\frac{\pi w(0)}{g}\;\to\;\int_{-L}^{L}h(x)\,dx-\frac{2w(0)}{L}.$$

For $w(x)=a+bx+cx^2$ the limit is $2cL-2a/L$.

The coefficient of the discarded term is also forced. If subtracting $c/g$ leaves a finite limit, then the two subtracted expressions differ by $(\pi w(0)-c)/g$, which also has a finite limit. Multiplying by $g$ gives $\pi w(0)-c=0$.

## What the Lean theorems say

`cotunnelIntegral w L g` is the broadened integral without rate prefactors; `w` collects occupation and coupling factors. The filter `𝓝[>] 0` makes $g$ approach zero through positive values. `window_finite_part` is your claim, and `cotunnelling_finite_part` is the weighted version. Its hypothesis `hw` assumes the expansion of $w$ for every real $x$; a twice continuously differentiable weight has one, with $b=w'(0)$.

The model has one resonant denominator, a symmetric window and a weight independent of $g$. It contains no interference between intermediate states, and reading the $1/g$ term as sequential tunnelling and the finite part as cotunnelling is an interpretation, not a theorem.

```lean
import Mathlib

open Filter Topology MeasureTheory
open scoped Real

namespace CotunnellingRegularization

noncomputable section

/-- The energy integral over the window `[-L, L]` with weight `w` and a resonant
denominator broadened by `g`. -/
def cotunnelIntegral (w : ℝ → ℝ) (L g : ℝ) : ℝ :=
  ∫ x in (-L)..L, w x / (x ^ 2 + g ^ 2)

/-- For positive `g`, the function `arctan (x / g) / g` is a primitive of `1 / (x ^ 2 + g ^ 2)`. -/
theorem hasDerivAt_primitive {g : ℝ} (hg : 0 < g) (x : ℝ) :
    HasDerivAt (fun y => Real.arctan (y / g) / g) (1 / (x ^ 2 + g ^ 2)) x := by
  have h := (((hasDerivAt_id' x).div_const g).arctan).div_const g
  refine h.congr_deriv ?_
  have e : x ^ 2 + g ^ 2 = g ^ 2 * (1 + (x / g) ^ 2) := by
    field_simp
    ring
  have key : ∀ u : ℝ, u ≠ 0 → 1 / u * (1 / g) / g = 1 / (g ^ 2 * u) := by
    intro u hu
    field_simp
  rw [e]
  exact key _ (by positivity)

/-- The integral of `1 / (x ^ 2 + g ^ 2)` over the window, in closed form. -/
theorem window_integral {g : ℝ} (hg : 0 < g) (L : ℝ) :
    ∫ x in (-L)..L, 1 / (x ^ 2 + g ^ 2) = 2 / g * Real.arctan (L / g) := by
  have c : Continuous fun x : ℝ => 1 / (x ^ 2 + g ^ 2) :=
    continuous_const.div (by fun_prop) (fun x => by positivity)
  rw [intervalIntegral.integral_eq_sub_of_hasDerivAt
    (fun x _ => hasDerivAt_primitive hg x) (c.intervalIntegrable _ _),
    neg_div, Real.arctan_neg]
  ring

/-- The exact difference between the window integral and `π / g` at finite broadening. -/
theorem window_sub_pole {L g : ℝ} (hL : 0 < L) (hg : 0 < g) :
    (∫ x in (-L)..L, 1 / (x ^ 2 + g ^ 2)) - π / g
      = -(2 / g * Real.arctan (g / L)) := by
  have h : Real.arctan (L / g) = π / 2 - Real.arctan (g / L) := by
    rw [← Real.arctan_inv_of_pos (div_pos hg hL), inv_div]
  rw [window_integral hg, h]
  ring

/-- For constant weight, subtracting `π / g` leaves the limit `-2 / L` as the
broadening decreases to zero. -/
theorem window_finite_part {L : ℝ} (hL : 0 < L) :
    Tendsto (fun g : ℝ => (∫ x in (-L)..L, 1 / (x ^ 2 + g ^ 2)) - π / g)
      (𝓝[>] 0) (𝓝 (-2 / L)) := by
  -- the limit is `-2` times the slope of `g ↦ arctan (g / L)` at zero
  have hd : HasDerivAt (fun g : ℝ => Real.arctan (g / L)) (1 / L) 0 := by
    have h := ((hasDerivAt_id' (0 : ℝ)).div_const L).arctan
    exact h.congr_deriv (by simp)
  have ht := hd.tendsto_slope_zero_right.const_mul (-2)
  have e : -2 * (1 / L) = -2 / L := by ring
  rw [e] at ht
  refine ht.congr' ?_
  filter_upwards [self_mem_nhdsWithin] with g hg
  rw [window_sub_pole hL hg]
  simp only [zero_add, zero_div, Real.arctan_zero, sub_zero, smul_eq_mul]
  ring

/-- Where the weight vanishes quadratically at resonance, broadening changes the
integral by at most `π M g`, with `M` a bound on `h` in the window. -/
theorem remainder_bound {L g M : ℝ} (hL : 0 < L) (hg : 0 < g) {h : ℝ → ℝ}
    (hh : Continuous h) (hM : ∀ x ∈ Set.Icc (-L) L, |h x| ≤ M) :
    |cotunnelIntegral (fun x => x ^ 2 * h x) L g - ∫ x in (-L)..L, h x|
      ≤ π * M * g := by
  have hM0 : 0 ≤ M := (abs_nonneg _).trans (hM 0 ⟨by linarith, hL.le⟩)
  have c : Continuous fun x : ℝ => 1 / (x ^ 2 + g ^ 2) :=
    continuous_const.div (by fun_prop) (fun x => by positivity)
  have c3 : Continuous fun x : ℝ => x ^ 2 * h x / (x ^ 2 + g ^ 2) :=
    Continuous.div (by fun_prop) (by fun_prop) (fun x => by positivity)
  have cb : Continuous fun x : ℝ => g ^ 2 * M * (1 / (x ^ 2 + g ^ 2)) :=
    continuous_const.mul c
  unfold cotunnelIntegral
  rw [← intervalIntegral.integral_sub (c3.intervalIntegrable _ _)
    (hh.intervalIntegrable _ _), ← Real.norm_eq_abs]
  -- the integrand is dominated by a multiple of `1 / (x ^ 2 + g ^ 2)`
  have hb : ∀ x ∈ Set.Ioc (-L) L,
      ‖x ^ 2 * h x / (x ^ 2 + g ^ 2) - h x‖ ≤ g ^ 2 * M * (1 / (x ^ 2 + g ^ 2)) := by
    intro x hx
    have hhx := hM x ⟨hx.1.le, hx.2⟩
    have hD : x ^ 2 + g ^ 2 ≠ 0 := by positivity
    have e : x ^ 2 * h x / (x ^ 2 + g ^ 2) - h x
        = -(g ^ 2 * h x * (1 / (x ^ 2 + g ^ 2))) := by
      field_simp
      ring
    have hq : 0 ≤ 1 / (x ^ 2 + g ^ 2) := by positivity
    rw [Real.norm_eq_abs, e, abs_neg, abs_mul, abs_mul,
      abs_of_nonneg (sq_nonneg g), abs_of_nonneg hq]
    gcongr
  refine (intervalIntegral.norm_integral_le_of_norm_le (by linarith)
    (Eventually.of_forall hb) (cb.intervalIntegrable _ _)).trans ?_
  rw [intervalIntegral.integral_const_mul, window_integral hg]
  have e : g ^ 2 * M * (2 / g * Real.arctan (L / g))
      = 2 * (M * g) * Real.arctan (L / g) := by
    field_simp
  rw [e]
  have ha := (Real.arctan_lt_pi_div_two (L / g)).le
  nlinarith [mul_nonneg (mul_nonneg hM0 hg.le) (sub_nonneg.mpr ha)]

/-- The weighted integral splits into a resonant part and a quadratic remainder;
the part of the weight linear in energy cancels in the symmetric window. -/
theorem integral_split {L g b : ℝ} (hg : 0 < g) {w h : ℝ → ℝ} (hh : Continuous h)
    (hw : ∀ x, w x = w 0 + b * x + x ^ 2 * h x) :
    cotunnelIntegral w L g = w 0 * (∫ x in (-L)..L, 1 / (x ^ 2 + g ^ 2))
      + cotunnelIntegral (fun x => x ^ 2 * h x) L g := by
  have c1 : Continuous fun x : ℝ => w 0 * (1 / (x ^ 2 + g ^ 2)) :=
    continuous_const.mul
      (continuous_const.div (by fun_prop) (fun x => by positivity))
  have c2 : Continuous fun x : ℝ => b * (x / (x ^ 2 + g ^ 2)) :=
    continuous_const.mul
      (continuous_id.div (by fun_prop) (fun x => by positivity))
  have c12 : Continuous fun x : ℝ =>
      w 0 * (1 / (x ^ 2 + g ^ 2)) + b * (x / (x ^ 2 + g ^ 2)) := c1.add c2
  have c3 : Continuous fun x : ℝ => x ^ 2 * h x / (x ^ 2 + g ^ 2) :=
    Continuous.div (by fun_prop) (by fun_prop) (fun x => by positivity)
  -- the odd part integrates to zero
  have odd : ∫ x in (-L)..L, x / (x ^ 2 + g ^ 2) = 0 := by
    have k := intervalIntegral.integral_comp_neg (a := -L) (b := L)
      (fun x : ℝ => x / (x ^ 2 + g ^ 2))
    simp only [neg_neg, neg_sq, neg_div, intervalIntegral.integral_neg] at k
    linarith
  have e : ∀ x, w x / (x ^ 2 + g ^ 2) = w 0 * (1 / (x ^ 2 + g ^ 2))
      + b * (x / (x ^ 2 + g ^ 2)) + x ^ 2 * h x / (x ^ 2 + g ^ 2) := by
    intro x
    rw [hw x]
    ring
  unfold cotunnelIntegral
  simp only [e]
  rw [intervalIntegral.integral_add (c12.intervalIntegrable _ _)
      (c3.intervalIntegrable _ _),
    intervalIntegral.integral_add (c1.intervalIntegrable _ _)
      (c2.intervalIntegrable _ _),
    intervalIntegral.integral_const_mul, intervalIntegral.integral_const_mul,
    odd, mul_zero, add_zero]

/-- After subtraction of `π w(0) / g`, the weighted integral tends to `∫ h - 2 w(0) / L` as the
broadening decreases to zero. -/
theorem cotunnelling_finite_part {L b : ℝ} (hL : 0 < L) {w h : ℝ → ℝ}
    (hh : Continuous h) (hw : ∀ x, w x = w 0 + b * x + x ^ 2 * h x) :
    Tendsto (fun g : ℝ => cotunnelIntegral w L g - π * w 0 / g) (𝓝[>] 0)
      (𝓝 ((∫ x in (-L)..L, h x) - 2 * w 0 / L)) := by
  obtain ⟨M, hM⟩ := (isCompact_Icc (a := -L) (b := L)).exists_bound_of_continuousOn
    hh.continuousOn
  have small : Tendsto (fun g : ℝ => π * M * g) (𝓝[>] 0) (𝓝 0) := by
    have c : Continuous fun g : ℝ => π * M * g := by fun_prop
    have t := (c.tendsto 0).mono_left (nhdsWithin_le_nhds (s := Set.Ioi 0))
    simp only [mul_zero] at t
    exact t
  -- the quadratic remainder loses its dependence on the broadening
  have rem : Tendsto (fun g : ℝ => cotunnelIntegral (fun x => x ^ 2 * h x) L g)
      (𝓝[>] 0) (𝓝 (∫ x in (-L)..L, h x)) := by
    rw [tendsto_iff_norm_sub_tendsto_zero]
    refine squeeze_zero' (Eventually.of_forall fun g => norm_nonneg _) ?_ small
    filter_upwards [self_mem_nhdsWithin] with g hg
    exact remainder_bound hL hg hh hM
  have t := ((window_finite_part hL).const_mul (w 0)).add rem
  have e : w 0 * (-2 / L) + (∫ x in (-L)..L, h x)
      = (∫ x in (-L)..L, h x) - 2 * w 0 / L := by ring
  rw [e] at t
  refine t.congr' ?_
  filter_upwards [self_mem_nhdsWithin] with g hg
  rw [integral_split hg hh hw]
  ring

/-- For a quadratic weight `a + b x + c x²` the finite part is `2 c L - 2 a / L`. -/
theorem quadratic_finite_part {L : ℝ} (hL : 0 < L) (a b c : ℝ) :
    Tendsto (fun g : ℝ =>
        cotunnelIntegral (fun x => a + b * x + c * x ^ 2) L g - π * a / g)
      (𝓝[>] 0) (𝓝 (2 * c * L - 2 * a / L)) := by
  have t : Tendsto (fun g : ℝ => cotunnelIntegral (fun x => a + b * x + c * x ^ 2) L g
        - π * (a + b * 0 + c * 0 ^ 2) / g) (𝓝[>] 0)
      (𝓝 ((∫ _x in (-L)..L, c) - 2 * (a + b * 0 + c * 0 ^ 2) / L)) :=
    cotunnelling_finite_part (b := b) (w := fun x => a + b * x + c * x ^ 2)
      (h := fun _ => c) hL continuous_const (by intro x; ring)
  have z : a + b * 0 + c * 0 ^ 2 = a := by ring
  have e : (∫ _x in (-L)..L, c) - 2 * a / L = 2 * c * L - 2 * a / L := by
    rw [intervalIntegral.integral_const, smul_eq_mul]
    ring
  rw [z, e] at t
  exact t

/-- If subtracting `c / g` leaves a finite limit, then `c` equals `π` times the weight
at resonance. -/
theorem subtraction_unique {L b c l : ℝ} (hL : 0 < L) {w h : ℝ → ℝ}
    (hh : Continuous h) (hw : ∀ x, w x = w 0 + b * x + x ^ 2 * h x)
    (hc : Tendsto (fun g : ℝ => cotunnelIntegral w L g - c / g) (𝓝[>] 0) (𝓝 l)) :
    c = π * w 0 := by
  have hg0 : Tendsto (fun g : ℝ => g) (𝓝[>] 0) (𝓝 0) :=
    tendsto_id.mono_left nhdsWithin_le_nhds
  -- compare the two subtractions after multiplying by the broadening
  have p := hg0.mul (hc.sub (cotunnelling_finite_part hL hh hw))
  rw [zero_mul] at p
  have q : Tendsto (fun _ : ℝ => π * w 0 - c) (𝓝[>] 0) (𝓝 0) := by
    refine p.congr' ?_
    filter_upwards [self_mem_nhdsWithin] with g hg
    have hne : g ≠ 0 := (Set.mem_Ioi.mp hg).ne'
    field_simp
    ring
  have r := tendsto_nhds_unique tendsto_const_nhds q
  linarith

end

end CotunnellingRegularization
```

```lean
#print axioms CotunnellingRegularization.quadratic_finite_part
-- 'CotunnellingRegularization.quadratic_finite_part' depends on axioms: [propext, Classical.choice, Quot.sound]
#print axioms CotunnellingRegularization.subtraction_unique
-- 'CotunnellingRegularization.subtraction_unique' depends on axioms: [propext, Classical.choice, Quot.sound]
```

## How the proof follows the calculation

`hasDerivAt_primitive` and `window_integral` supply the arctangent formula, and `window_sub_pole` applies the reciprocal identity. `integral_split` removes the odd term by the substitution $x\to-x$. `remainder_bound` proves the estimate $\pi Mg$, with `gcongr` comparing the integrands. `cotunnelling_finite_part` obtains $M$ from compactness of the window, squeezes the remainder and adds the two limits. `quadratic_finite_part` takes $h$ constant, and `subtraction_unique` carries out the comparison of coefficients.

The central limit turns on `tendsto_slope_zero_right`. It converts a derivative at a point into convergence of the difference quotient for positive increments. Here the increment is $g$ itself, so the difference quotient of $\arctan(g/L)$ at zero tends to $1/L$, and multiplying by $-2$ gives the required limit. `congr'` with `filter_upwards` then transfers it to the original expression, using the exact identity only where $g>0$.

## Evaluating the finite part numerically

In a numerical cotunnelling calculation with a single resonance and a smooth weight with $w(0)\neq0$, subtracting $\pi w(0)/g$ at small $g$ cancels two large numbers and loses digits. The limit formula avoids this: integrate $h(x)=(w(x)-w(0)-w'(0)x)/x^2$ over the window, using its Taylor expansion near $x=0$, and add $-2w(0)/L$. No small $g$ then enters the code.
